# On a ring of at least three sites, a diagonal unitary removes the Peierls phases exactly when they sum to an integer multiple of 2π

A charged particle hops between neighbouring sites \(j=0,\dots,N-1\) of a closed ring, with \(j+1\) read modulo \(N\). A static vector potential gives the hop from \(j\) to \(j+1\) a phase factor \(e^{it_j}\), with \(t_j\) real. The question is when these phases can be removed by redefining the phase of the basis state on each site.

The conventions are as follows.

- The letter \(t\) stands for a phase, not for the hopping strength, as it often does in textbooks. The strength is set to \(+1\), and there are no on-site energies.
- \(H_t\) is the Hamiltonian with phases \(t_j\), and \(H_0\) is the one with all phases zero.
- \(\Phi=\sum_j t_j\) is called the flux. It is a dimensionless angle: \(2\pi\) times the magnetic flux through the ring in units of \(h/q\), for a particle of charge \(q\).
- A gauge transformation is a matrix \(D=\mathrm{diag}(d_0,\dots,d_{N-1})\) with \(|d_j|=1\).

The identification of \(t_j\) with \((q/\hbar)\int_j^{j+1}\mathbf A\cdot d\boldsymbol\ell\), the Peierls substitution, is the physical input that links this matrix model to a real ring. It is assumed here, not derived.

## The ring, its flux and its gauge transformations

```lean
import Mathlib

open Matrix
open Complex (I)

namespace PeierlsRing

noncomputable section

variable {N : ℕ} [NeZero N]
```

The number of sites \(N\) is a natural number, and `[NeZero N]` says that it is not zero. Some results below are proved for every \(N\ge1\); a theorem that assumes at least three sites says so.

```lean
/-- The ring Hamiltonian with hopping amplitude `exp (i t_j)` from site `j` to site `j + 1`
(cyclically), plus the conjugate hoppings. -/
def ringHamiltonian (t : Fin N → ℝ) : Matrix (Fin N) (Fin N) ℂ :=
  Matrix.of fun a b =>
    (if a = b + 1 then Complex.exp (t b * I) else 0) +
    (if b = a + 1 then Complex.exp (-(t a * I)) else 0)
```

The type `Fin N` is the set of site labels \(0,\dots,N-1\), with cyclic addition. A function `t : Fin N → ℝ` is a list of bond phases, and `I` is the imaginary unit. The row is the site of arrival and the column the site of departure:
\[
(H_t)_{ab}=\delta_{a,b+1}\,e^{it_b}+\delta_{b,a+1}\,e^{-it_a}.
\]

```lean
/-- The flux through the ring: the sum of the Peierls phases of all bonds. -/
def flux (t : Fin N → ℝ) : ℝ := ∑ j, t j
```

This is \(\Phi=\sum_j t_j\).

```lean
/-- Two sets of Peierls phases are gauge equivalent if a diagonal unitary matrix conjugates
one ring Hamiltonian into the other. -/
def GaugeEquivalent (t s : Fin N → ℝ) : Prop :=
  ∃ d : Fin N → ℂ, (∀ j, ‖d j‖ = 1) ∧
    (diagonal d)ᴴ * ringHamiltonian t * diagonal d = ringHamiltonian s
```

The symbol `ᴴ` is the conjugate transpose. Phases \(t\) and \(s\) are gauge equivalent if there are \(d_j\) of modulus one with \(D^\dagger H_tD=H_s\). Entry by entry, this reads \(\overline{d_a}\,(H_t)_{ab}\,d_b=(H_s)_{ab}\).

```lean
/-- A phase factor times its conjugate is one. -/
theorem phase_mul_star {z : ℂ} (hz : ‖z‖ = 1) : z * star z = 1 := by
  calc z * star z = ((Complex.normSq z : ℝ) : ℂ) := Complex.mul_conj z
    _ = 1 := by rw [Complex.normSq_eq_norm_sq, hz]; norm_num
```

If \(|z|=1\), then \(z\bar z=|z|^2=1\). In Lean, `star` is complex conjugation, and `hz` is the name given to the hypothesis.

```lean
/-- The exponentials of a complex number and of its negative multiply to one. -/
theorem exp_mul_exp_neg (x : ℂ) : Complex.exp x * Complex.exp (-x) = 1 := by
  rw [← Complex.exp_add, add_neg_cancel, Complex.exp_zero]
```

This is \(e^xe^{-x}=1\). Both identities are used later to cancel phase factors.

## Phases that close after one turn

```lean
/-- Site phase factors that advance by `exp (i u_j)` across each bond of the ring exist
if and only if the `u_j` add up to an integer multiple of `2π`. -/
theorem single_valued_iff (u : Fin N → ℝ) :
    (∃ d : Fin N → ℂ, (∀ j, ‖d j‖ = 1) ∧ ∀ j, d (j + 1) = d j * Complex.exp (u j * I)) ↔
      ∃ m : ℤ, ∑ j, u j = 2 * Real.pi * m := by
  constructor
  · rintro ⟨d, hd, h⟩
    -- multiply the steps once around the ring
    have hp : ∏ j, d (j + 1) = ∏ j, d j := Equiv.prod_comp (Equiv.addRight (1 : Fin N)) d
    rw [Finset.prod_congr rfl (fun j _ => h j), Finset.prod_mul_distrib,
      ← Complex.exp_sum] at hp
    have hne : ∏ j, d j ≠ 0 := Finset.prod_ne_zero_iff.mpr fun j _ h0 => by
      have := hd j
      simp [h0] at this
    obtain ⟨m, hm⟩ := Complex.exp_eq_one_iff.mp
      (mul_left_cancel₀ hne (hp.trans (mul_one _).symm))
    rw [← Finset.sum_mul] at hm
    have hc : ∑ j, (u j : ℂ) = 2 * Real.pi * m :=
      mul_right_cancel₀ Complex.I_ne_zero (by rw [hm]; ring)
    exact ⟨m, by exact_mod_cast hc⟩
  · rintro ⟨m, hm⟩
    -- the site phase is the partial sum of the bond phases
    obtain ⟨S, hS⟩ : ∃ S : ℕ → ℝ, ∀ n, S n = ∑ k ∈ Finset.range n, u (Fin.ofNat N k) :=
      ⟨_, fun _ => rfl⟩
    have hof : ∀ j : Fin N, Fin.ofNat N j.val = j := fun j =>
      Fin.ext (Nat.mod_eq_of_lt j.isLt)
    have hS0 : S 0 = 0 := by rw [hS, Finset.sum_range_zero]
    have hSs : ∀ j : Fin N, S (j.val + 1) = S j.val + u j := by
      intro j
      rw [hS, hS, Finset.sum_range_succ, hof j]
    have hSN : S N = ∑ j, u j := by
      rw [hS, Finset.sum_range]
      exact Finset.sum_congr rfl fun j _ => by rw [hof j]
    refine ⟨fun j => Complex.exp (S j.val * I),
      fun j => Complex.norm_exp_ofReal_mul_I _, fun j => ?_⟩
    have hR : Complex.exp (S j.val * I) * Complex.exp (u j * I)
        = Complex.exp (S (j.val + 1) * I) := by
      rw [hSs, ← Complex.exp_add]
      congr 1
      push_cast
      ring
    have h1 : ((1 : Fin N) : ℕ) = 1 % N := rfl
    have hv : ((j + 1 : Fin N) : ℕ) = (j.val + 1) % N := by
      rw [Fin.val_add, h1, Nat.add_mod_mod]
    beta_reduce
    rw [hR, hv]
    have hle : j.val + 1 ≤ N := j.isLt
    rcases hle.lt_or_eq with h | h
    · rw [Nat.mod_eq_of_lt h]
    · -- the bond that closes the ring
      rw [h, Nat.mod_self, hS0, hSN, hm, Complex.ofReal_zero, zero_mul, Complex.exp_zero]
      exact (Complex.exp_eq_one_iff.mpr ⟨m, by push_cast; ring⟩).symm
```

The statement concerns any real steps \(u_j\): factors \(d_j\) of modulus one with \(d_{j+1}=d_je^{iu_j}\) on every bond exist if and only if \(\sum_ju_j=2\pi m\) for some integer \(m\).

Suppose first that the \(d_j\) exist. Multiplying all the step equations gives
\[
\prod_j d_{j+1}=\Big(\prod_j d_j\Big)e^{i\sum_j u_j}.
\]
The left side is the same product with its factors relabelled, which is the line `hp`. The product is not zero, so it cancels and leaves \(e^{i\sum_ju_j}=1\). The lemma `Complex.exp_eq_one_iff` turns this into the integer \(m\).

Conversely, let \(\sum_ju_j=2\pi m\). Set \(S_n=\sum_{k<n}u_k\) and \(d_j=e^{iS_j}\). For \(j<N-1\) the step equation is \(S_{j+1}=S_j+u_j\). On the closing bond, \(j=N-1\), the next site is \(0\), where \(d_0=1\), and
\[
d_{N-1}e^{iu_{N-1}}=e^{iS_N}=e^{2\pi im}=1 .
\]
The `rcases` line near the end separates these two cases.

## Equal flux gives gauge equivalence

```lean
/-- Peierls phases whose fluxes differ by an integer multiple of `2π` are gauge equivalent. -/
theorem gaugeEquivalent_of_flux (t s : Fin N → ℝ)
    (h : ∃ m : ℤ, flux t - flux s = 2 * Real.pi * m) : GaugeEquivalent t s := by
  obtain ⟨m, hm⟩ := h
  obtain ⟨d, hd, hrec⟩ := (single_valued_iff fun j => t j - s j).mpr
    ⟨m, by rw [← hm, Finset.sum_sub_distrib]; rfl⟩
  have hstep : ∀ j, d (j + 1) =
      d j * (Complex.exp (t j * I) * Complex.exp (-(s j * I))) := by
    intro j
    rw [hrec j, ← Complex.exp_add]
    congr 2
    push_cast
    ring
  refine ⟨d, hd, ?_⟩
  ext a b
  rw [Matrix.diagonal_conjTranspose, Matrix.mul_diagonal, Matrix.diagonal_mul, Pi.star_apply]
  simp only [ringHamiltonian, Matrix.of_apply]
  rw [mul_add, add_mul]
  congr 1
  · split_ifs with h
    · subst h
      linear_combination Complex.exp (s b * I) * phase_mul_star (hd (b + 1))
        - star (d (b + 1)) * Complex.exp (s b * I) * hstep b
        - star (d (b + 1)) * d b * Complex.exp (t b * I) * exp_mul_exp_neg (s b * I)
    · ring
  · split_ifs with h
    · subst h
      linear_combination star (d a) * Complex.exp (-(t a * I)) * hstep a
        + star (d a) * d a * Complex.exp (-(s a * I)) * exp_mul_exp_neg (t a * I)
        + Complex.exp (-(s a * I)) * phase_mul_star (hd a)
    · ring
```

If \(\Phi_t-\Phi_s=2\pi m\), the previous theorem with \(u_j=t_j-s_j\) supplies \(d_j\) with \(d_je^{it_j}=d_{j+1}e^{is_j}\). The forward hop then transforms as
\[
\overline{d_{j+1}}\,e^{it_j}d_j=\overline{d_{j+1}}\,d_{j+1}e^{is_j}=e^{is_j},
\]
and the backward hop as \(\overline{d_j}\,e^{-it_j}d_{j+1}=e^{-is_j}\).

In Lean, `ext a b` reduces the matrix equation to its entries, `congr 1` separates the two hopping terms, and `split_ifs` asks whether each term is present. The tactic `linear_combination` then checks that the goal is a stated combination of known equations: the step equation `hstep` and the two cancellation identities. Since the two terms are matched separately, no minimum size is needed beyond \(N\ge1\).

## Three sites make each hop visible

```lean
/-- On a ring of at least three sites the matrix element from `j` to `j + 1` is the single
hopping amplitude `exp (i t_j)`. -/
theorem ringHamiltonian_hop (hN : 3 ≤ N) (t : Fin N → ℝ) (j : Fin N) :
    ringHamiltonian t (j + 1) j = Complex.exp (t j * I) := by
  have hne : j ≠ j + 1 + 1 := by
    intro h
    have h2 : (1 + 1 : Fin N) = 0 :=
      add_left_cancel (a := j) (by rw [add_zero, ← add_assoc]; exact h.symm)
    have h1 : ((1 : Fin N) : ℕ) = 1 % N := rfl
    have h0 : ((0 : Fin N) : ℕ) = 0 := Nat.zero_mod N
    have h3 := congrArg Fin.val h2
    rw [Fin.val_add, h1, h0, Nat.mod_eq_of_lt (by omega : 1 < N),
      Nat.mod_eq_of_lt (by omega : 1 + 1 < N)] at h3
    omega
  simp only [ringHamiltonian, Matrix.of_apply]
  rw [if_pos trivial, if_neg hne, add_zero]
```

For \(N\ge3\), \((H_t)_{j+1,j}=e^{it_j}\). The second term of the definition would contribute only if \(j=j+2\) modulo \(N\), that is, if \(2\) were a multiple of \(N\). The fact `hne` rules this out.

```lean
/-- On a ring of at least three sites, two sets of Peierls phases are gauge equivalent
if and only if their fluxes differ by an integer multiple of `2π`. -/
theorem gaugeEquivalent_iff (hN : 3 ≤ N) (t s : Fin N → ℝ) :
    GaugeEquivalent t s ↔ ∃ m : ℤ, flux t - flux s = 2 * Real.pi * m := by
  refine ⟨?_, gaugeEquivalent_of_flux t s⟩
  rintro ⟨d, hd, h⟩
  obtain ⟨m, hm⟩ := (single_valued_iff fun j => t j - s j).mp ⟨d, hd, fun j => by
    -- compare the matrix elements on the bond from j to j + 1
    have he := congrFun (congrFun h (j + 1)) j
    rw [Matrix.diagonal_conjTranspose, Matrix.mul_diagonal, Matrix.diagonal_mul,
      Pi.star_apply, ringHamiltonian_hop hN, ringHamiltonian_hop hN] at he
    have hu : Complex.exp (((t j - s j : ℝ) : ℂ) * I)
        = Complex.exp (t j * I) * Complex.exp (-(s j * I)) := by
      rw [← Complex.exp_add]
      congr 1
      push_cast
      ring
    rw [hu]
    linear_combination (-d (j + 1)) * exp_mul_exp_neg (s j * I)
      - d (j + 1) * Complex.exp (-(s j * I)) * he
      + d j * Complex.exp (t j * I) * Complex.exp (-(s j * I)) * phase_mul_star (hd (j + 1))⟩
  exact ⟨m, by rw [← hm, Finset.sum_sub_distrib]; rfl⟩
```

For \(N\ge3\), \(t\) and \(s\) are gauge equivalent if and only if \(\Phi_t-\Phi_s\in2\pi\mathbb Z\). One direction is already done. For the other, take the entry \((j+1,j)\) of \(D^\dagger H_tD=H_s\):
\[
\overline{d_{j+1}}\,e^{it_j}d_j=e^{is_j}
\quad\Longrightarrow\quad
d_{j+1}=d_j\,e^{i(t_j-s_j)} .
\]
The entry equation is `he` in the proof. The \(d_j\) therefore have steps \(t_j-s_j\), and `single_valued_iff` makes the sum of these steps an integer multiple of \(2\pi\).

The equivalence fails for \(N=2\), where both bonds join the same pair of sites and their amplitudes add. The phases \((\pi/2,0)\) and \((-\pi/2,0)\) give \((H)_{10}=1+i\) and \(1-i\). These have equal modulus, so a diagonal unitary relates the two Hamiltonians, although the fluxes differ by \(\pi\).

```lean
/-- On a ring of at least three sites, a diagonal unitary matrix removes all Peierls phases
if and only if they add up to an integer multiple of `2π`. -/
theorem peierls_removable_iff (hN : 3 ≤ N) (t : Fin N → ℝ) :
    (∃ d : Fin N → ℂ, (∀ j, ‖d j‖ = 1) ∧
      (diagonal d)ᴴ * ringHamiltonian t * diagonal d = ringHamiltonian 0) ↔
      ∃ m : ℤ, ∑ j, t j = 2 * Real.pi * m := by
  have h := gaugeEquivalent_iff hN t 0
  have h0 : flux (0 : Fin N → ℝ) = 0 := by simp [flux]
  rw [h0, sub_zero] at h
  exact h
```

Setting \(s=0\) answers the opening question: for \(N\ge3\), some \(D\) gives \(D^\dagger H_tD=H_0\) if and only if \(\sum_jt_j=2\pi m\) for an integer \(m\). The proof combines the previous theorem with the fact that the flux of zero phases is zero. This special case, unlike the general equivalence, also holds for smaller rings, though the theorem does not cover them. For \(N=2\), removal requires \(|e^{it_0}+e^{-it_1}|=2\), and for \(N=1\) it requires \(2\cos t_0=2\); each holds exactly when the phases sum to an integer multiple of \(2\pi\).

For non-interacting particles on a single ring with equal hopping strengths between nearest neighbours and no longer hops, this identifies the static bond phases in a tight-binding calculation that are pure gauge.

## Spreading the flux and finding energies

```lean
/-- Any Peierls phases are gauge equivalent to the same flux spread evenly over the bonds. -/
theorem gaugeEquivalent_uniform (t : Fin N → ℝ) :
    GaugeEquivalent t (fun _ => flux t / N) := by
  have hN0 : (N : ℝ) ≠ 0 := Nat.cast_ne_zero.mpr (NeZero.ne N)
  have hf : flux (fun _ : Fin N => flux t / N) = flux t := by
    show ∑ _j : Fin N, flux t / N = flux t
    rw [Finset.sum_const, Finset.card_univ, Fintype.card_fin, nsmul_eq_mul]
    field_simp
  exact gaugeEquivalent_of_flux _ _ ⟨0, by rw [hf]; simp⟩
```

Every set of phases is gauge equivalent to the uniform set \(\Phi/N\) on each bond, because the two have the same flux. In this one-ring model, a phase placed on a single bond can thus be exchanged for equal phases on all bonds, which correspond to a vector potential with the same line integral along every bond.

```lean
/-- For every integer `m`, the ring with flux `Φ` has an eigenvector of constant modulus
with energy `2 cos ((2π m - Φ) / N)`. -/
theorem ring_level (t : Fin N → ℝ) (m : ℤ) :
    ∃ ψ : Fin N → ℂ, (∀ j, ‖ψ j‖ = 1) ∧ ringHamiltonian t *ᵥ ψ =
      ((2 * Real.cos ((2 * Real.pi * m - flux t) / N) : ℝ) : ℂ) • ψ := by
  have hN0 : (N : ℝ) ≠ 0 := Nat.cast_ne_zero.mpr (NeZero.ne N)
  obtain ⟨q, hq⟩ : ∃ q : ℝ, q = (2 * Real.pi * m - flux t) / N := ⟨_, rfl⟩
  have hsum : ∑ j, (t j + q) = 2 * Real.pi * m := by
    have hNq : (N : ℝ) * q = 2 * Real.pi * m - flux t := by rw [hq]; field_simp
    rw [Finset.sum_add_distrib, Finset.sum_const, Finset.card_univ, Fintype.card_fin,
      nsmul_eq_mul, hNq, flux]
    ring
  obtain ⟨ψ, hψ, hrec⟩ := (single_valued_iff fun j => t j + q).mpr ⟨m, hsum⟩
  have hstep : ∀ j, ψ (j + 1) = ψ j * (Complex.exp (t j * I) * Complex.exp (q * I)) := by
    intro j
    rw [hrec j, ← Complex.exp_add]
    congr 2
    push_cast
    ring
  have hcos : ((2 * Real.cos q : ℝ) : ℂ) = Complex.exp (q * I) + Complex.exp (-(q * I)) := by
    push_cast
    rw [Complex.cos, neg_mul]
    ring
  refine ⟨ψ, hψ, ?_⟩
  rw [← hq, hcos]
  ext a
  obtain ⟨c, rfl⟩ : ∃ c, a = c + 1 := ⟨a - 1, (sub_add_cancel a 1).symm⟩
  -- only the two neighbours of the site contribute
  have hs : (ringHamiltonian t *ᵥ ψ) (c + 1) = Complex.exp (t c * I) * ψ c
      + Complex.exp (-(t (c + 1) * I)) * ψ (c + 1 + 1) := by
    simp only [Matrix.mulVec, dotProduct, ringHamiltonian, Matrix.of_apply, add_mul, ite_mul,
      zero_mul, Finset.sum_add_distrib, add_left_inj, Finset.sum_ite_eq, Finset.sum_ite_eq',
      Finset.mem_univ, if_true]
  rw [hs, Pi.smul_apply, smul_eq_mul]
  linear_combination Complex.exp (-(t (c + 1) * I)) * hstep (c + 1)
    + ψ (c + 1) * Complex.exp (q * I) * exp_mul_exp_neg (t (c + 1) * I)
    - Complex.exp (-(q * I)) * hstep c
    - ψ c * Complex.exp (t c * I) * exp_mul_exp_neg (q * I)

end

end PeierlsRing
```

Here `*ᵥ` applies a matrix to a vector and `•` multiplies a vector by a number. For every integer \(m\) there is a vector \(\psi\) with \(|\psi_j|=1\) and
\[
H_t\psi=2\cos(q_m)\,\psi,\qquad q_m=\frac{2\pi m-\Phi}{N}.
\]
The angle \(q_m\) is written `q` in the proof and is unrelated to the charge. The normalised state is \(\psi/\sqrt N\), with probability \(1/N\) on each site.

By hand, the steps \(u_j=t_j+q_m\) sum to \(\Phi+Nq_m=2\pi m\), so `single_valued_iff` gives \(\psi_{j+1}=\psi_je^{i(t_j+q_m)}\). At site \(c+1\) only the two neighbours contribute:
\[
(H_t\psi)_{c+1}=e^{it_c}\psi_c+e^{-it_{c+1}}\psi_{c+2}
=\big(e^{-iq_m}+e^{iq_m}\big)\psi_{c+1}.
\]
The first equality is `hs`, and the final `linear_combination` carries out the second. The theorem supplies an eigenvector for each \(m\); it does not state that these exhaust the spectrum.

## Three sites with flux π and with flux 2π

Take \(N=3\) and \(t=(\pi/2,\ \pi/3,\ \pi/6)\), so \(\Phi=\pi\). The phases cannot be removed, but they can be spread to \(\pi/3\) per bond. The required steps are \((\pi/6,\ 0,\ -\pi/6)\), which give \(d=(1,\ e^{i\pi/6},\ e^{i\pi/6})\), and the last step returns to \(d_0=1\). The energies for \(m=0,1,2\) are \(1,\ 1,\ -2\), whereas zero flux gives \(2,\ -1,\ -1\).

Now change the last phase to \(7\pi/6\), so that \(\Phi=2\pi\). Partial sums give \(d=(1,\ i,\ e^{5\pi i/6})\), and the closing step is \(e^{5\pi i/6}e^{7\pi i/6}=1\). On the first bond, \(\overline{d_1}\,e^{i\pi/2}d_0=(-i)(i)=1\). The other two bonds also become \(1\), so this \(D\) turns \(H_t\) into \(H_0\).

```lean
#print axioms PeierlsRing.peierls_removable_iff
-- 'PeierlsRing.peierls_removable_iff' depends on axioms: [propext, Classical.choice, Quot.sound]
#print axioms PeierlsRing.gaugeEquivalent_uniform
-- 'PeierlsRing.gaugeEquivalent_uniform' depends on axioms: [propext, Classical.choice, Quot.sound]
#print axioms PeierlsRing.ring_level
-- 'PeierlsRing.ring_level' depends on axioms: [propext, Classical.choice, Quot.sound]
```
